# Riccati-parametrised Green functions square to one, even for non-commuting coherence functions

Let $a$ and $b$ be the coherence functions of a superconductor, and let $1+ab$ and $1+ba$ have inverses $N$ and $M$. Then the quasiclassical Green function

$$g=\begin{pmatrix}N(1-ab)&2Na\\2Mb&-M(1-ba)\end{pmatrix}$$

satisfies the normalisation condition $g^2=1$, even when $ab\ne ba$. In quasiclassical simulations, computing $a$ and $b$ instead of $g$ thus builds in the normalisation, provided the inverses exist.

The outer $2\times2$ structure is particle-hole space. The entries lie in a ring `R` with unit, for example all complex $2\times2$ matrices acting on spin. Many texts write $\gamma,\tilde\gamma$ for $a,b$, with other signs and a prefactor such as $-i\pi$. For scalars, $ab\to-1$ makes $g$ diverge, as at a bound-state energy; invertibility excludes only the point $ab=-1$ itself. That $a$ and $b$ solve the transport equations of a given material is a separate matter.

```lean
import Mathlib

open ComplexConjugate

namespace RiccatiGreenFunction

variable {R : Type*} [Ring R]
```

`IsInverse x y` demands both $xy=1$ and $yx=1$.

```lean
/-- `y` is the two-sided inverse of `x`. -/
def IsInverse (x y : R) : Prop := x * y = 1 ∧ y * x = 1
```

`riccati` takes $N$ and $M$ as free arguments; the theorems supply the hypotheses that make them inverses.

```lean
/-- The quasiclassical Green function built from the coherence functions `a`, `b` and
two further elements `N`, `M`, which stand for the inverses of `1 + ab` and `1 + ba`. -/
def riccati (a b N M : R) : Matrix (Fin 2) (Fin 2) R :=
  !![N * (1 - a * b), 2 * N * a; 2 * M * b, -(M * (1 - b * a))]
```

## (a) One inverse gives the other

Given the inverse $N$ of $1+ab$, show that
$$(1+ba)^{-1}=1-bNa.$$

**Solution.** Multiply out and collect $1+ab$:
$$(1+ba)(1-bNa)=1+ba-b(1+ab)Na=1+ba-ba=1.$$
In the other order, $(1-bNa)(1+ba)=1+ba-bN(1+ab)a=1$.

In Lean, `linear_combination` places $b$ and $a$ around the hypothesis, and `noncomm_ring` expands without reordering factors.

```lean
/-- If `1 + ab` has the inverse `N`, then `1 + ba` has the inverse `1 - bNa`. -/
theorem partner_inverse {a b N : R} (hN : IsInverse (1 + a * b) N) :
    IsInverse (1 + b * a) (1 - b * N * a) := by
  obtain ⟨h1, h2⟩ := hN
  constructor
  · linear_combination (norm := noncomm_ring) -(b * h1 * a)
  · linear_combination (norm := noncomm_ring) -(b * h2 * a)
```

## (b) Moving an inverse through a coherence function

Show that
$$Na=aM.$$

**Solution.** Start from $(1+ab)a=a(1+ba)$. Multiplying by $N$ on the left and $M$ on the right gives $aM=Na$. The `calc` chain inserts $(1+ba)M=1$ and then removes $N(1+ab)=1$.

```lean
/-- A coherence function exchanges the two inverses: `Na = aM`, where `N` and `M` are
the inverses of `1 + ab` and `1 + ba`. -/
theorem intertwine {a b N M : R} (hN : IsInverse (1 + a * b) N)
    (hM : IsInverse (1 + b * a) M) : N * a = a * M := by
  calc N * a = N * (a * ((1 + b * a) * M)) := by rw [hM.1, mul_one]
    _ = (N * (1 + a * b)) * (a * M) := by noncomm_ring
    _ = a * M := by rw [hN.2, one_mul]
```

## (c) The product around M

Show that
$$aMb=1-N.$$

**Solution.** By (b), $aMb=Nab=N(1+ab)-N=1-N$. Lean makes the same substitution first.

```lean
/-- With `N` and `M` the inverses of `1 + ab` and `1 + ba`, one has `aMb = 1 - N`. -/
theorem sandwich {a b N M : R} (hN : IsInverse (1 + a * b) N)
    (hM : IsInverse (1 + b * a) M) : a * M * b = 1 - N := by
  rw [← intertwine hN hM]
  linear_combination (norm := noncomm_ring) hN.2
```

## (d) Simpler diagonal entries

Show that
$$g=\begin{pmatrix}2N-1&2Na\\2Mb&1-2M\end{pmatrix}.$$

**Solution.** $N(1-ab)=N\bigl(2-(1+ab)\bigr)=2N-1$. Likewise $-M(1-ba)=-(2M-1)=1-2M$. These are `h1` and `h2`.

```lean
/-- With `N` and `M` the inverses of `1 + ab` and `1 + ba`, the diagonal entries of the
Green function are `2N - 1` and `1 - 2M`. -/
theorem riccati_eq {a b N M : R} (hN : IsInverse (1 + a * b) N)
    (hM : IsInverse (1 + b * a) M) :
    riccati a b N M = !![2 * N - 1, 2 * N * a; 2 * M * b, 1 - 2 * M] := by
  have h1 : N * (1 - a * b) = 2 * N - 1 := by
    linear_combination (norm := noncomm_ring) -hN.2
  have h2 : -(M * (1 - b * a)) = 1 - 2 * M := by
    linear_combination (norm := noncomm_ring) hM.2
  rw [riccati, h1, h2]
```

## (e) Normalisation

Show that
$$g^2=1.$$

**Solution.** Exchanging $a\leftrightarrow b$ and $N\leftrightarrow M$ in (b) and (c) gives $bN=Mb$ and $bNa=1-M$. The four entries of the square, row by row, are

- $(2N-1)^2+4N\,aMb=(2N-1)^2+4N(1-N)=1$,
- $(2N-1)2Na+2Na(1-2M)=4N(Na-aM)=0$,
- $2Mb(2N-1)+(1-2M)2Mb=4M(bN-Mb)=0$,
- $4M\,bNa+(1-2M)^2=4M(1-M)+(1-2M)^2=1$.

They appear as `h11` to `h22`.

```lean
/-- Normalisation condition: in any ring, if `N` and `M` are the inverses of `1 + ab` and
`1 + ba`, the Riccati-parametrised Green function squares to the identity. -/
theorem riccati_sq {a b N M : R} (hN : IsInverse (1 + a * b) N)
    (hM : IsInverse (1 + b * a) M) : riccati a b N M ^ 2 = 1 := by
  have ha : N * a = a * M := intertwine hN hM
  have hb : b * N = M * b := (intertwine hM hN).symm
  have hab : a * M * b = 1 - N := sandwich hN hM
  have hba : b * N * a = 1 - M := sandwich hM hN
  -- the four entries of the square
  have h11 : (2 * N - 1) * (2 * N - 1) + 2 * N * a * (2 * M * b) = 1 := by
    linear_combination (norm := noncomm_ring) 4 * N * hab
  have h12 : (2 * N - 1) * (2 * N * a) + 2 * N * a * (1 - 2 * M) = 0 := by
    linear_combination (norm := noncomm_ring) 4 * N * ha
  have h21 : 2 * M * b * (2 * N - 1) + (1 - 2 * M) * (2 * M * b) = 0 := by
    linear_combination (norm := noncomm_ring) 4 * M * hb
  have h22 : 2 * M * b * (2 * N * a) + (1 - 2 * M) * (1 - 2 * M) = 1 := by
    linear_combination (norm := noncomm_ring) 4 * M * hba
  rw [pow_two, riccati_eq hN hM, Matrix.mul_fin_two, h11, h12, h21, h22,
    Matrix.one_fin_two]
```

## (f) An inverse from a normalised matrix

Let 2 be invertible, let $P,Q$ be the inverses of $1+p,1+t$, and let $p^2+fk=1$ and $kp=tk$. Show that
$$\bigl(1+PfQk\bigr)^{-1}=\tfrac12(1+p).$$

**Solution.** From $k(1+p)=(1+t)k$ follows $Qk=kP$. Since $fk=(1+p)(1-p)$,
$$1+PfkP=1+(1-p)P=\bigl((1+p)+(1-p)\bigr)P=2P,$$
whose inverse is $\tfrac12(1+p)$. Lean checks both products with $1+p$ (`e1`, `e2`), then uses that `⅟2`, the inverse of 2, commutes with everything (`hc`).

```lean
/-- Let 2 be invertible, let `P`, `Q` be the inverses of `1 + p`, `1 + t`, and let
`p² + fk = 1` and `kp = tk`. Then `1 + (Pf)(Qk)` has the inverse `(1 + p)/2`. -/
theorem half_inverse [Invertible (2 : R)] {p t f k P Q : R}
    (hP : IsInverse (1 + p) P) (hQ : IsInverse (1 + t) Q)
    (h1 : p * p + f * k = 1) (h2 : k * p = t * k) :
    IsInverse (1 + P * f * (Q * k)) (⅟2 * (1 + p)) := by
  obtain ⟨hP1, hP2⟩ := hP
  have hb : Q * k = k * P := by
    calc Q * k = Q * k * ((1 + p) * P) := by rw [hP1, mul_one]
      _ = Q * (k + k * p) * P := by noncomm_ring
      _ = Q * (1 + t) * (k * P) := by rw [h2]; noncomm_ring
      _ = k * P := by rw [hQ.2, one_mul]
  have e1 : (1 + P * f * (Q * k)) * (1 + p) = 2 := by
    rw [hb, ← one_add_one_eq_two]
    linear_combination (norm := noncomm_ring) P * f * k * hP2 + P * h1 + hP2 * (1 - p)
  have e2 : (1 + p) * (1 + P * f * (Q * k)) = 2 := by
    rw [hb, ← one_add_one_eq_two]
    linear_combination (norm := noncomm_ring) hP1 * (f * k * P) + h1 * P + (1 - p) * hP1
  -- one half commutes with everything
  have hc : ∀ x : R, x * ⅟2 = ⅟2 * x := by
    intro x
    have h : Commute x (2 : R) := by
      show x * 2 = 2 * x
      rw [mul_two, two_mul]
    exact h.invOf_right.eq
  generalize 1 + P * f * (Q * k) = X at e1 e2 ⊢
  constructor
  · rw [← mul_assoc, hc X, mul_assoc, e1, invOf_mul_self]
  · rw [mul_assoc, e2, invOf_mul_self]
```

## (g) Recovering the coherence functions

With 2, $1+p$ and $1+t$ invertible as in (f), let $\begin{pmatrix}p&f\\k&-t\end{pmatrix}^2=1$. Show that this matrix has Riccati form with
$$a=Pf,\quad b=Qk,\quad N=\tfrac12(1+p),\quad M=\tfrac12(1+t).$$

**Solution.** The entries of the square give $p^2+fk=1$, $pf=ft$, $kp=tk$ and $kf+t^2=1$. Part (f), used once as it stands and once with $p\leftrightarrow t$, $f\leftrightarrow k$, shows that $N$ and $M$ are the required inverses. By (d) the entries are $2N-1=p$, $2Na=(1+p)Pf=f$, $2Mb=k$ and $1-2M=-t$.

The invertibility of $1+p$ excludes, for instance, a normal metal at negative Matsubara frequency, where $p=-1$.

```lean
/-- Converse: let 2 be invertible and let a Green function with rows `(p, f)` and `(k, -t)`
square to the identity. If `1 + p` and `1 + t` have inverses `P` and `Q`, it has the Riccati
form with coherence functions `Pf` and `Qk`. -/
theorem riccati_of_sq_eq_one [Invertible (2 : R)] {p t f k P Q : R}
    (hP : IsInverse (1 + p) P) (hQ : IsInverse (1 + t) Q)
    (hg : !![p, f; k, -t] ^ 2 = 1) :
    IsInverse (1 + P * f * (Q * k)) (⅟2 * (1 + p)) ∧
    IsInverse (1 + Q * k * (P * f)) (⅟2 * (1 + t)) ∧
    !![p, f; k, -t] = riccati (P * f) (Q * k) (⅟2 * (1 + p)) (⅟2 * (1 + t)) := by
  rw [pow_two, Matrix.mul_fin_two, Matrix.one_fin_two] at hg
  have h11 : p * p + f * k = 1 := by
    simpa using congrArg (fun A : Matrix (Fin 2) (Fin 2) R => A 0 0) hg
  have h12 : p * f + f * -t = 0 := by
    simpa using congrArg (fun A : Matrix (Fin 2) (Fin 2) R => A 0 1) hg
  have h21 : k * p + -t * k = 0 := by
    simpa using congrArg (fun A : Matrix (Fin 2) (Fin 2) R => A 1 0) hg
  have h22 : k * f + -t * -t = 1 := by
    simpa using congrArg (fun A : Matrix (Fin 2) (Fin 2) R => A 1 1) hg
  have hN := half_inverse hP hQ h11
    (by linear_combination (norm := noncomm_ring) h21)
  have hM := half_inverse (f := k) (k := f) hQ hP
    (by linear_combination (norm := noncomm_ring) h22)
    (by linear_combination (norm := noncomm_ring) -h12)
  refine ⟨hN, hM, ?_⟩
  have d : ∀ x : R, 2 * (⅟2 * x) = x := by
    intro x
    rw [← mul_assoc, mul_invOf_self, one_mul]
  have e1 : (1 + p) * (P * f) = f := by rw [← mul_assoc, hP.1, one_mul]
  have e2 : (1 + t) * (Q * k) = k := by rw [← mul_assoc, hQ.1, one_mul]
  have e3 : 1 + p - 1 = p := by abel
  have e4 : 1 - (1 + t) = -t := by abel
  rw [riccati_eq hN hM, d (1 + p), d (1 + t), e1, e2, e3, e4]
```

## (h) The uniform superconductor

For Matsubara frequency $\omega>0$, complex scalar gap $\Delta$ and $E=\sqrt{\omega^2+|\Delta|^2}$ (not an excitation energy), show that $a=\Delta/(\omega+E)$ and $b=\Delta^*/(\omega+E)$ give
$$g=\frac1E\begin{pmatrix}\omega&\Delta\\\Delta^*&-\omega\end{pmatrix}.$$

**Solution.** Here
$$ab=\frac{E^2-\omega^2}{(\omega+E)^2}=\frac{E-\omega}{E+\omega},\qquad 1+ab=\frac{2E}{\omega+E},$$
so $N=M=(\omega+E)/(2E)$. Then $2N-1=\omega/E$, $2Na=\Delta/E$ and $2Mb=\Delta^*/E$.

For $\omega=3$, $\Delta=4$ in a common energy unit, $E=5$, $a=b=\tfrac12$ and $N=M=\tfrac45$. Hence $g=\tfrac15\begin{pmatrix}3&4\\4&-3\end{pmatrix}$, and the diagonal entries of $g^2$ are $(9+16)/25=1$, the others $(12-12)/25=0$.

In Lean the ring is `ℂ`, and `Complex.normSq Δ` is $|\Delta|^2$.

```lean
/-- Bulk superconductor: for frequency `ω > 0`, gap `Δ` and `E > 0` with `E² = ω² + |Δ|²`,
the coherence functions `Δ/(ω + E)` and `Δ*/(ω + E)` give the Green function with rows
`(ω, Δ)/E` and `(Δ*, -ω)/E`. -/
theorem riccati_bulk {ω E : ℝ} {Δ : ℂ} (hω : 0 < ω) (hE : 0 < E)
    (h : E ^ 2 = ω ^ 2 + Complex.normSq Δ) :
    IsInverse (1 + Δ / (ω + E) * (conj Δ / (ω + E))) (((ω : ℂ) + E) / (2 * E)) ∧
    riccati (Δ / (ω + E)) (conj Δ / (ω + E)) (((ω : ℂ) + E) / (2 * E))
      (((ω : ℂ) + E) / (2 * E)) = !![(ω : ℂ) / E, Δ / E; conj Δ / E, -((ω : ℂ) / E)] := by
  have hE0 : (E : ℂ) ≠ 0 := by exact_mod_cast hE.ne'
  have hs : (ω : ℂ) + E ≠ 0 := by exact_mod_cast (add_pos hω hE).ne'
  have hn : Complex.normSq Δ = E ^ 2 - ω ^ 2 := by linarith
  have hD : Δ * conj Δ = (E : ℂ) ^ 2 - (ω : ℂ) ^ 2 := by
    rw [Complex.mul_conj, hn]
    push_cast
    ring
  have hab : Δ / (ω + E) * (conj Δ / (ω + E)) = ((E : ℂ) - ω) / (ω + E) := by
    rw [div_mul_div_comm, hD, div_eq_div_iff (mul_ne_zero hs hs) hs]
    ring
  have hsum : 1 + Δ / (ω + E) * (conj Δ / (ω + E)) = 2 * (E : ℂ) / (ω + E) := by
    rw [hab, eq_div_iff hs, add_mul, div_mul_cancel₀ _ hs]
    ring
  have hN : IsInverse (1 + Δ / (ω + E) * (conj Δ / (ω + E)))
      (((ω : ℂ) + E) / (2 * E)) := by
    rw [hsum]
    constructor <;> field_simp
  have hM : IsInverse (1 + conj Δ / (ω + E) * (Δ / (ω + E)))
      (((ω : ℂ) + E) / (2 * E)) := by
    rw [mul_comm (conj Δ / _)]
    exact hN
  have e0 : 2 * (((ω : ℂ) + E) / (2 * E)) = ω / E + 1 := by
    field_simp
  have e1 : ∀ z : ℂ, (ω / E + 1) * (z / (ω + E)) = z / E := by
    intro z
    rw [← e0]
    field_simp
  have e2 : (ω : ℂ) / E + 1 - 1 = ω / E := by ring
  have e3 : 1 - ((ω : ℂ) / E + 1) = -(ω / E) := by ring
  refine ⟨hN, ?_⟩
  rw [riccati_eq hN hM, e0, e1, e1, e2, e3]
```

## (i) A non-commuting pair

For $a=\begin{pmatrix}0&1\\0&0\end{pmatrix}$ and $b=\begin{pmatrix}0&0\\1&0\end{pmatrix}$, show that $ab\ne ba$ and
$$N=\operatorname{diag}(\tfrac12,1),\qquad M=\operatorname{diag}(1,\tfrac12).$$

**Solution.** $ab=\operatorname{diag}(1,0)$ and $ba=\operatorname{diag}(0,1)$ differ. Adding the identity gives $\operatorname{diag}(2,1)$ and $\operatorname{diag}(1,2)$, with the stated inverses. Part (e) therefore applies to this pair. Lean compares the matrices entry by entry.

```lean
/-- Two explicit 2 × 2 matrices `a`, `b` with `ab ≠ ba`, together with the inverses of
`1 + ab` and `1 + ba`. -/
theorem riccati_witness :
    IsInverse (1 + !![0, 1; 0, 0] * !![0, 0; 1, 0] : Matrix (Fin 2) (Fin 2) ℚ)
      !![1 / 2, 0; 0, 1] ∧
    IsInverse (1 + !![0, 0; 1, 0] * !![0, 1; 0, 0] : Matrix (Fin 2) (Fin 2) ℚ)
      !![1, 0; 0, 1 / 2] ∧
    (!![0, 1; 0, 0] * !![0, 0; 1, 0] : Matrix (Fin 2) (Fin 2) ℚ) ≠
      !![0, 0; 1, 0] * !![0, 1; 0, 0] := by
  refine ⟨⟨?_, ?_⟩, ⟨?_, ?_⟩, ?_⟩
  iterate 4
    · ext i j
      fin_cases i <;> fin_cases j <;>
        simp only [Matrix.mul_apply, Matrix.add_apply, Fin.sum_univ_two,
          Matrix.one_apply] <;>
        norm_num
  · intro h
    have h00 := congrArg (fun A : Matrix (Fin 2) (Fin 2) ℚ => A 0 0) h
    norm_num [Matrix.mul_apply, Fin.sum_univ_succ] at h00

end RiccatiGreenFunction
```

```lean
#print axioms RiccatiGreenFunction.partner_inverse
-- 'RiccatiGreenFunction.partner_inverse' depends on axioms: [propext]
#print axioms RiccatiGreenFunction.riccati_sq
-- 'RiccatiGreenFunction.riccati_sq' depends on axioms: [propext, Classical.choice, Quot.sound]
#print axioms RiccatiGreenFunction.riccati_of_sq_eq_one
-- 'RiccatiGreenFunction.riccati_of_sq_eq_one' depends on axioms: [propext, Classical.choice, Quot.sound]
#print axioms RiccatiGreenFunction.riccati_bulk
-- 'RiccatiGreenFunction.riccati_bulk' depends on axioms: [propext, Classical.choice, Quot.sound]
```
